# A vanishing first-excited component does not ensure a locally maximal overlap on a three-level ladder

The model is a real three-level ladder whose excitation operator raises level 0 to 1 and level 1 to 2, so that the cluster state with amplitude s is (1, s, s²/2). The target state ψ = (1, 0, c) has no component on the first excited level for any real c, but the lemma states that s = 0 is a local maximum of its overlap with the cluster state exactly when c ≤ 1. The overlap is divided by the norm of the cluster state but not by that of ψ; normalising ψ as well would give the value 1/√(1 + c²) at s = 0 and leave the condition on c unchanged. The proof reduces the overlap to (1 + cs²/2)/(1 + s²/2), then compares its value at a small nonzero amplitude with its value at zero for one direction, and bounds it by 1 for every s for the other.

The failing Lean file:

```lean
import Mathlib

open Matrix Filter Topology

namespace BruecknerOverlap

noncomputable section

variable {n : Type*} [Fintype n] [DecidableEq n]

/-- The cluster state `exp(T) e_r` built on the reference determinant `r`. -/
def clusterState (T : Matrix n n ℝ) (r : n) : n → ℝ :=
  NormedSpace.exp T *ᵥ Pi.single r 1

/-- The overlap of `ψ` with the cluster state, divided by the norm of the cluster state. -/
def overlap (ψ : n → ℝ) (T : Matrix n n ℝ) (r : n) : ℝ :=
  (ψ ⬝ᵥ clusterState T r) / √(clusterState T r ⬝ᵥ clusterState T r)

/-- An operator applied to the reference determinant gives its reference column. -/
theorem mulVec_ref (M : Matrix n n ℝ) (r : n) :
    M *ᵥ Pi.single r 1 = fun i => M i r := by
  ext i
  simp

/-- The excitation operator of a three-level ladder, raising level 0 to 1 and level 1 to 2. -/
def ladder : Matrix (Fin 3) (Fin 3) ℝ := !![0, 0, 0; 1, 0, 0; 0, 1, 0]

/-- On the ladder the cluster state has components `1`, `s` and `s²/2`. -/
theorem clusterState_ladder (s : ℝ) : clusterState (s • ladder) 0 = ![1, s, s ^ 2 / 2] := by
  have h3 : ladder ^ 3 = 0 := by
    ext i j
    fin_cases i <;> fin_cases j <;>
      simp [ladder, pow_succ, Matrix.mul_apply, Fin.sum_univ_succ]
  have hA : (s • ladder) ^ 3 = 0 := by rw [smul_pow, h3, smul_zero]
  -- the exponential series stops after the quadratic term
  have he : NormedSpace.exp (s • ladder)
      = ∑ k ∈ Finset.range 3, ((k.factorial : ℝ)⁻¹) • (s • ladder) ^ k := by
    rw [NormedSpace.exp_eq_tsum ℝ]
    refine tsum_eq_sum fun k hk => ?_
    have hk' : 3 ≤ k := by simpa using hk
    rw [pow_eq_zero_of_le hk' hA, smul_zero]
  unfold clusterState
  rw [mulVec_ref, he]
  ext i
  fin_cases i <;>
    simp [Finset.sum_range_succ, pow_two, ladder, Nat.factorial]
  ring

/-- For `ψ = (1, 0, c)` on the ladder the component along `ladder e_0` vanishes for every `c`, but
`s = 0` is a local maximum of the overlap exactly when `c ≤ 1`. -/
theorem ladder_isLocalMax_iff (c : ℝ) :
    ![1, 0, c] ⬝ᵥ (ladder *ᵥ Pi.single 0 1) = 0 ∧
      (IsLocalMax (fun s : ℝ => overlap ![1, 0, c] (s • ladder) 0) 0 ↔ c ≤ 1) := by
  have ho : ∀ s : ℝ, overlap ![1, 0, c] (s • ladder) 0
      = (1 + c * s ^ 2 / 2) / (1 + s ^ 2 / 2) := by
    intro s
    have hn : ![1, s, s ^ 2 / 2] ⬝ᵥ ![1, s, s ^ 2 / 2] = (1 + s ^ 2 / 2) ^ 2 := by
      simp only [dotProduct, Fin.sum_univ_three, Matrix.cons_val]
      ring
    have hp : ![1, 0, c] ⬝ᵥ ![1, s, s ^ 2 / 2] = 1 + c * s ^ 2 / 2 := by
      simp only [dotProduct, Fin.sum_univ_three, Matrix.cons_val]
      ring
    unfold overlap
    rw [clusterState_ladder, hn, hp, Real.sqrt_sq (by positivity)]
  have hone : (1 + c * (0 : ℝ) ^ 2 / 2) / (1 + (0 : ℝ) ^ 2 / 2) = 1 := by norm_num
  refine ⟨?_, ?_⟩
  · rw [mulVec_ref]
    simp [ladder, dotProduct, Fin.sum_univ_three]
  · simp only [ho]
    constructor
    · intro h
      obtain ⟨ε, hε, hb⟩ := Metric.eventually_nhds_iff.1 h
      -- compare with a small nonzero amplitude
      have h1 := hb (y := ε / 2) (by
        rw [Real.dist_eq, sub_zero, abs_of_pos (by positivity)]
        linarith)
      rw [hone, div_le_one (by positivity)] at h1
      have hpos : 0 < (ε / 2) ^ 2 := by positivity
      by_contra hc
      have hc' : 0 < c - 1 := by linarith [not_le.1 hc]
      nlinarith [mul_pos hc' hpos]
    · intro hc
      refine Filter.Eventually.of_forall fun s => ?_
      change (1 + c * s ^ 2 / 2) / (1 + s ^ 2 / 2)
        ≤ (1 + c * (0 : ℝ) ^ 2 / 2) / (1 + (0 : ℝ) ^ 2 / 2)
      rw [hone, div_le_one (by positivity)]
      nlinarith [mul_nonneg (sub_nonneg.2 hc) (sq_nonneg s)]

end

end BruecknerOverlap
```

The compiler's answer:

```
Main.lean:77:10: error: Tactic `rewrite` failed: Did not find an occurrence of the pattern
  (1 + c * 0 ^ 2 / 2) / (1 + 0 ^ 2 / 2)
in the target expression
  (fun s => (1 + c * s ^ 2 / 2) / (1 + s ^ 2 / 2)) (ε / 2) ≤ (fun s => (1 + c * s ^ 2 / 2) / (1 + s ^ 2 / 2)) 0

case refine_2.mp
c : ℝ
ho : ∀ (s : ℝ), overlap ![1, 0, c] (s • ladder) 0 = (1 + c * s ^ 2 / 2) / (1 + s ^ 2 / 2)
hone : (1 + c * 0 ^ 2 / 2) / (1 + 0 ^ 2 / 2) = 1
h : IsLocalMax (fun s => (1 + c * s ^ 2 / 2) / (1 + s ^ 2 / 2)) 0
ε : ℝ
hε : ε > 0
hb :
  ∀ ⦃y : ℝ⦄,
    dist y 0 < ε →
      (fun s => (1 + c * s ^ 2 / 2) / (1 + s ^ 2 / 2)) y ≤ (fun s => (1 + c * s ^ 2 / 2) / (1 + s ^ 2 / 2)) 0
h1 : (fun s => (1 + c * s ^ 2 / 2) / (1 + s ^ 2 / 2)) (ε / 2) ≤ (fun s => (1 + c * s ^ 2 / 2) / (1 + s ^ 2 / 2)) 0
⊢ c ≤ 1
```

What went wrong. The error is in the direction from local maximum to c ≤ 1. There `h1` compares the overlap at `ε / 2` with the overlap at 0, but both sides are still written as a function applied to an argument, the right one being `(fun s => …) 0`. The equation `hone` has on its left the quotient with 0 already put in for `s`. The two expressions are equal by definition, but `rw` looks for a visible occurrence of its pattern and does not carry out the application to produce one. The overlap quotients inside the functions contain the bound variable `s` where the pattern has 0, and the argument `ε / 2` is a different quotient altogether.

The added line `beta_reduce at h1` carries out both applications. The right side then reads exactly as `hone` expects and is rewritten to 1, and the left side becomes an explicit quotient, to which `div_le_one` applies. The mathematical argument is unchanged.

This version goes through:

```diff
@@ -75,4 +75,5 @@
         rw [Real.dist_eq, sub_zero, abs_of_pos (by positivity)]
         linarith)
+      beta_reduce at h1
       rw [hone, div_le_one (by positivity)] at h1
       have hpos : 0 < (ε / 2) ^ 2 := by positivity
```
